# Ghost functions that overlap with the monomer's residual strictly lower its linear variational energy

Two weakly bound molecules are computed in a basis centred on both of them. Each monomer can then use its partner's functions to repair defects in its own basis, and part of the apparent binding comes from this repair. The counterpoise procedure estimates the effect by recomputing a monomer with the partner's functions present but its nuclei and electrons absent. These are ghost functions. A larger basis cannot raise a variational minimum, but when must it lower it?

## The overlap that decides

Let \(H\) be the monomer Hamiltonian, a symmetric linear operator on a complex inner-product space \(V\). The monomer basis spans a subspace \(U\), and \(u\) is a unit vector of least energy in \(U\). Write

\[
E=\langle u,Hu\rangle,\qquad r=Hu-Eu .
\]

The vector \(r\) is the residual, and it vanishes exactly when \(u\) is an eigenvector of \(H\) with eigenvalue \(E\). Two results follow.

- Let \(W\) be a subspace that contains \(U\) and has a minimizer of its own, with energy \(E_W\). If some \(g\in W\) satisfies \(\langle g,r\rangle\neq 0\), then \(E_W<E\).
- If \(r\neq 0\), the space spanned by \(U\) and the single function \(r\) contains a unit vector that lies outside \(U\) and has energy below \(E\).

The second result implies that \(V\) contains a unit vector below \(E\) whenever \(Hu\neq Eu\).

## Counterpoise energies and subspace eigensolvers

In full configuration interaction, with a fixed Hamiltonian and exact minimization in a finite basis, \(U\) and \(W\) are the spaces of wavefunctions for the monomer's electrons, built from the orbitals of the monomer basis and of the dimer basis. The monomer energy must then drop strictly as soon as one function of \(W\) overlaps with the residual. For a one-electron Hamiltonian, \(g\) can be a ghost orbital itself. For several electrons it is a many-electron function, for example a determinant that contains a ghost orbital.

The overlap needs only matrix elements. If \(u=\sum_j c_j\varphi_j\) in a possibly non-orthogonal basis, then

\[
\langle g,r\rangle=\sum_j\bigl(\langle g,H\varphi_j\rangle-E\,\langle g,\varphi_j\rangle\bigr)c_j .
\]

A test suite can compare this number with the computed energies. If it is clearly nonzero, the energy in the larger basis must fall in exact arithmetic. When the computed energy has not fallen, either the drop is below the numerical precision or the calculation contains an error, for example in the integrals, the diagonalization or the treatment of the ghost centres.

The same condition applies to a subspace eigensolver for the lowest root of a finite Hermitian matrix. There \(U\) is the current search space, and a correction vector that overlaps with the residual lowers the next estimate.

## Expanding the energy about the monomer state

Write \(\varepsilon(v)=\operatorname{Re}\langle v,Hv\rangle\) for the energy without normalization, so that \(\varepsilon(u)=E\). The inner product is conjugate-linear in its first argument. For any change \(d\),

\[
\|u+d\|^2=1+2\operatorname{Re}\langle d,u\rangle+\|d\|^2 .
\]

Symmetry gives \(\langle u,Hd\rangle=\langle Hu,d\rangle=\overline{\langle d,Hu\rangle}\), so the two cross terms in the energy have equal real parts:

\[
\varepsilon(u+d)=E+2\operatorname{Re}\langle d,Hu\rangle+\varepsilon(d).
\]

Subtracting \(E\) times the first line from the second leaves

\[
\varepsilon(u+d)-E\|u+d\|^2
=2\operatorname{Re}\langle d,r\rangle+\varepsilon(d)-E\|d\|^2 .
\]

Now let \(g\in W\) with \(z=\langle g,r\rangle\neq0\), and set \(d=-tzg\) with \(t>0\). Then \(\langle d,r\rangle=-t\bar z z=-t|z|^2\). With \(K=\varepsilon(g)-E\|g\|^2\), the second-order part is \(t^2|z|^2K\), and the right-hand side becomes

\[
-t|z|^2\,(2-tK).
\]

The choice \(t=1/(|K|+1)\) gives \(tK<1\), so this is negative. The trial vector \(v=u+d\) therefore satisfies \(\varepsilon(v)<E\|v\|^2\). It is not zero, since otherwise this would read \(0<0\). The unit vector \(v/\|v\|\) lies in \(W\) and has energy \(\varepsilon(v)/\|v\|^2<E\).

The conjugate in \(\langle d,r\rangle\) is where the sign can go wrong. With \(d=-t\bar z g\), the overlap would be \(-tz^2\), and for imaginary \(z\) the supposed first-order gain becomes a loss. Tests in which all matrix elements and coefficients are real would never show it.

The conclusions follow quickly:

- If \(g\) were in \(U\), the same construction with \(W=U\) would contradict the minimality of \(u\). Hence \(r\) is orthogonal to \(U\).
- If \(W\) has a minimizer, its energy is at most that of \(v/\|v\|\), so \(E_W<E\).
- If \(r\neq0\), take \(g=r\) and \(W=U+\operatorname{span}\{r\}\). Then \(z=\|r\|^2\neq0\), and the improved unit vector cannot lie in \(U\), where nothing is below \(E\).

## The Lean file

```lean
import Mathlib

open Submodule

namespace GhostFunctions

noncomputable section

variable {V : Type*} [NormedAddCommGroup V] [InnerProductSpace ℂ V]

/-- The real part of `⟨v, H v⟩`: the energy of `v` without division by its squared norm. -/
def energy (H : V →ₗ[ℂ] V) (v : V) : ℝ := (inner ℂ v (H v)).re

/-- The vector `H u - E u` with `E = energy H u`; for a unit vector `u` this is the residual. -/
def residual (H : V →ₗ[ℂ] V) (u : V) : V := H u - (energy H u : ℂ) • u

/-- The vector `u` is a variational ground state in the basis space `U`: a unit vector
of `U` whose energy is least among the unit vectors of `U`. -/
def IsGroundIn (H : V →ₗ[ℂ] V) (U : Submodule ℂ V) (u : V) : Prop :=
  u ∈ U ∧ ‖u‖ = 1 ∧ ∀ v ∈ U, ‖v‖ = 1 → energy H u ≤ energy H v

/-- Scaling a wavefunction by `c` scales its unnormalized energy by `|c|²`. -/
theorem energy_smul (H : V →ₗ[ℂ] V) (c : ℂ) (v : V) :
    energy H (c • v) = ‖c‖ ^ 2 * energy H v := by
  unfold energy
  rw [map_smul, inner_smul_left, inner_smul_right, ← mul_assoc,
    ← Complex.normSq_eq_conj_mul_self, Complex.re_ofReal_mul, Complex.normSq_eq_norm_sq]

/-- For a symmetric `H` and a unit vector `u` of energy `E`, the unnormalized energy of `u + d`
minus `E ‖u + d‖²` is twice the real part of the overlap of `d` with the residual, plus the
unnormalized energy of `d` minus `E ‖d‖²`. -/
theorem energy_add {H : V →ₗ[ℂ] V} (hH : H.IsSymmetric) {u : V} (hu : ‖u‖ = 1) (d : V) :
    energy H (u + d) - energy H u * ‖u + d‖ ^ 2 =
      2 * (inner ℂ d (residual H u)).re + (energy H d - energy H u * ‖d‖ ^ 2) := by
  have hn : ∀ x : V, ‖x‖ ^ 2 = (inner ℂ x x).re := fun x =>
    (inner_self_eq_norm_sq (𝕜 := ℂ) x).symm
  -- the two cross terms have equal real parts
  have h1 : (inner ℂ u (H d)).re = (inner ℂ d (H u)).re := by
    rw [← hH u d, ← inner_conj_symm (H u) d, Complex.conj_re]
  have h2 : (inner ℂ u d).re = (inner ℂ d u).re := by
    rw [← inner_conj_symm u d, Complex.conj_re]
  have h3 : ‖u + d‖ ^ 2 = 1 + 2 * (inner ℂ d u).re + ‖d‖ ^ 2 := by
    have h := hn u
    rw [hu] at h
    rw [hn (u + d), hn d, inner_add_left, inner_add_right, inner_add_right]
    simp only [Complex.add_re]
    linarith
  have h4 : (inner ℂ d (residual H u)).re =
      (inner ℂ d (H u)).re - energy H u * (inner ℂ d u).re := by
    rw [residual, inner_sub_right, inner_smul_right, Complex.sub_re, Complex.re_ofReal_mul]
  have h5 : energy H (u + d) = energy H u + 2 * (inner ℂ d (H u)).re + energy H d := by
    unfold energy
    rw [map_add, inner_add_left, inner_add_right, inner_add_right]
    simp only [Complex.add_re]
    linarith
  rw [h3, h4, h5]
  ring

/-- A trial vector whose energy is below `E` times its squared norm can be rescaled to a
unit vector with energy below `E`. -/
theorem exists_normalized {H : V →ₗ[ℂ] V} {v : V} {E : ℝ}
    (h : energy H v < E * ‖v‖ ^ 2) : ∃ c : ℂ, ‖c • v‖ = 1 ∧ energy H (c • v) < E := by
  have hv : v ≠ 0 := by
    rintro rfl
    simp [energy] at h
  have hpos : 0 < ‖v‖ := norm_pos_iff.2 hv
  have hc : ‖((‖v‖⁻¹ : ℝ) : ℂ)‖ = ‖v‖⁻¹ := by
    rw [Complex.norm_real, Real.norm_of_nonneg (by positivity)]
  refine ⟨((‖v‖⁻¹ : ℝ) : ℂ), ?_, ?_⟩
  · rw [norm_smul, hc, inv_mul_cancel₀ hpos.ne']
  · rw [energy_smul, hc, inv_pow, inv_mul_lt_iff₀ (by positivity)]
    linarith

/-- If a basis space contains the unit vector `u` and a function `g` that overlaps with the
residual of `u`, then it contains a unit vector of strictly lower energy. -/
theorem exists_lower {H : V →ₗ[ℂ] V} (hH : H.IsSymmetric) {W : Submodule ℂ V} {u g : V}
    (huW : u ∈ W) (hu : ‖u‖ = 1) (hg : g ∈ W) (hgr : inner ℂ g (residual H u) ≠ 0) :
    ∃ w ∈ W, ‖w‖ = 1 ∧ energy H w < energy H u := by
  obtain ⟨z, hz⟩ : ∃ z : ℂ, z = inner ℂ g (residual H u) := ⟨_, rfl⟩
  have hzpos : 0 < ‖z‖ := norm_pos_iff.2 (by rw [hz]; exact hgr)
  -- a step short enough for the first-order gain to win
  obtain ⟨t, ht, htK⟩ : ∃ t : ℝ, 0 < t ∧
      t * (energy H g - energy H u * ‖g‖ ^ 2) < 1 := by
    refine ⟨(|energy H g - energy H u * ‖g‖ ^ 2| + 1)⁻¹, by positivity, ?_⟩
    rw [inv_mul_lt_iff₀ (by positivity)]
    linarith [le_abs_self (energy H g - energy H u * ‖g‖ ^ 2)]
  have hc : ‖-(t : ℂ) * z‖ = t * ‖z‖ := by
    rw [norm_mul, norm_neg, Complex.norm_real, Real.norm_of_nonneg ht.le]
  have h1 : (inner ℂ ((-(t : ℂ) * z) • g) (residual H u)).re = -t * ‖z‖ ^ 2 := by
    have h : (starRingEnd ℂ) (-(t : ℂ) * z) * z = ((-t * ‖z‖ ^ 2 : ℝ) : ℂ) := by
      rw [map_mul, map_neg, Complex.conj_ofReal, mul_assoc,
        ← Complex.normSq_eq_conj_mul_self, Complex.normSq_eq_norm_sq,
        Complex.ofReal_mul, Complex.ofReal_neg]
    rw [inner_smul_left, ← hz, h, Complex.ofReal_re]
  have h2 : ‖(-(t : ℂ) * z) • g‖ ^ 2 = (t * ‖z‖) ^ 2 * ‖g‖ ^ 2 := by
    rw [norm_smul, hc, mul_pow]
  have hexp := energy_add hH hu ((-(t : ℂ) * z) • g)
  rw [h1, h2, energy_smul, hc] at hexp
  have hgain : 0 < t * ‖z‖ ^ 2 *
      (2 - t * (energy H g - energy H u * ‖g‖ ^ 2)) :=
    mul_pos (by positivity) (by linarith)
  have hlt : energy H (u + (-(t : ℂ) * z) • g) <
      energy H u * ‖u + (-(t : ℂ) * z) • g‖ ^ 2 := by
    nlinarith
  obtain ⟨c, hc1, hc2⟩ := exists_normalized hlt
  exact ⟨_, W.smul_mem c (W.add_mem huW (W.smul_mem _ hg)), hc1, hc2⟩

/-- The residual of a variational ground state is orthogonal to the basis space in which
the state was optimized. -/
theorem residual_orthogonal {H : V →ₗ[ℂ] V} (hH : H.IsSymmetric) {U : Submodule ℂ V}
    {u : V} (hu : IsGroundIn H U u) : ∀ g ∈ U, inner ℂ g (residual H u) = 0 := by
  intro g hg
  by_contra h
  obtain ⟨w, hw, hw1, hlt⟩ := exists_lower hH hu.1 hu.2.1 hg h
  exact not_lt_of_ge (hu.2.2 w hw hw1) hlt

/-- If the monomer ground state `u` in the basis space `U` is not an eigenvector of `H`,
then adding its residual as a single ghost function gives a unit vector outside `U` with
energy strictly below that of `u`. -/
theorem ghost_function_lowers_energy {H : V →ₗ[ℂ] V} (hH : H.IsSymmetric)
    {U : Submodule ℂ V} {u : V} (hu : IsGroundIn H U u)
    (hne : H u ≠ (energy H u : ℂ) • u) :
    ∃ w ∈ U ⊔ span ℂ {residual H u}, w ∉ U ∧ ‖w‖ = 1 ∧ energy H w < energy H u := by
  have hr : residual H u ≠ 0 := sub_ne_zero.2 hne
  obtain ⟨w, hw, hw1, hlt⟩ := exists_lower hH (mem_sup_left hu.1) hu.2.1
    (mem_sup_right (mem_span_singleton_self (residual H u))) (inner_self_ne_zero.2 hr)
  -- minimality of `u` keeps the improved vector out of `U`
  exact ⟨w, hw, fun hwU => not_lt_of_ge (hu.2.2 w hwU hw1) hlt, hw1, hlt⟩

/-- If the enlarged basis space `W` contains a function overlapping with the residual of the
monomer ground state in `U`, the ground-state energy in `W` is strictly below that in `U`. -/
theorem enlarged_basis_ground_lower {H : V →ₗ[ℂ] V} (hH : H.IsSymmetric)
    {U W : Submodule ℂ V} (hUW : U ≤ W) {u w g : V} (hu : IsGroundIn H U u)
    (hw : IsGroundIn H W w) (hg : g ∈ W) (hgr : inner ℂ g (residual H u) ≠ 0) :
    energy H w < energy H u := by
  obtain ⟨v, hv, hv1, hlt⟩ := exists_lower hH (hUW hu.1) hu.2.1 hg hgr
  exact lt_of_le_of_lt (hw.2.2 v hv hv1) hlt

/-- The Hamiltonian that couples two functions `a` and `b`:
`v ↦ ⟨a, v⟩ b + ⟨b, v⟩ a`. -/
def coupling (a b : V) : V →ₗ[ℂ] V where
  toFun v := inner ℂ a v • b + inner ℂ b v • a
  map_add' x y := by
    simp only [inner_add_right, add_smul]
    abel
  map_smul' c x := by
    simp only [inner_smul_right, RingHom.id_apply, smul_add, mul_smul]

/-- For a unit vector `a` and a nonzero `b` orthogonal to it, the coupling Hamiltonian is
symmetric, `a` is its ground state in the span of `a`, and `b` overlaps with the residual. -/
theorem coupling_witness {a b : V} (ha : ‖a‖ = 1) (hb : b ≠ 0) (hab : inner ℂ a b = 0) :
    (coupling a b).IsSymmetric ∧ IsGroundIn (coupling a b) (span ℂ {a}) a ∧
      inner ℂ b (residual (coupling a b) a) ≠ 0 := by
  have hba : inner ℂ b a = 0 := inner_eq_zero_symm.1 hab
  have haa : inner ℂ a a = 1 := by
    rw [inner_self_eq_norm_sq_to_K, ha]
    simp
  have hHa : coupling a b a = b := by
    change inner ℂ a a • b + inner ℂ b a • a = b
    rw [haa, hba, one_smul, zero_smul, add_zero]
  have he : energy (coupling a b) a = 0 := by
    rw [energy, hHa, hab, Complex.zero_re]
  refine ⟨?_, ⟨mem_span_singleton_self a, ha, ?_⟩, ?_⟩
  · intro x y
    change inner ℂ (inner ℂ a x • b + inner ℂ b x • a) y =
      inner ℂ x (inner ℂ a y • b + inner ℂ b y • a)
    rw [inner_add_left, inner_add_right, inner_smul_left, inner_smul_left,
      inner_smul_right, inner_smul_right, inner_conj_symm, inner_conj_symm]
    ring
  · intro v hv _
    obtain ⟨c, rfl⟩ := mem_span_singleton.1 hv
    have h : energy (coupling a b) (c • a) = energy (coupling a b) a := by
      rw [energy_smul, he, mul_zero]
    exact h.ge
  · rw [residual, hHa, he, Complex.ofReal_zero, zero_smul, sub_zero]
    exact inner_self_ne_zero.2 hb

end

end GhostFunctions
```

```lean
#print axioms GhostFunctions.residual_orthogonal
#print axioms GhostFunctions.ghost_function_lowers_energy
#print axioms GhostFunctions.enlarged_basis_ground_lower
```

```
'GhostFunctions.residual_orthogonal' depends on axioms: [propext, Classical.choice, Quot.sound]
'GhostFunctions.ghost_function_lowers_energy' depends on axioms: [propext, Classical.choice, Quot.sound]
'GhostFunctions.enlarged_basis_ground_lower' depends on axioms: [propext, Classical.choice, Quot.sound]
```

## Hamiltonian, basis spaces and ground states in Lean

The space `V` is any complex inner-product space, of finite or infinite dimension. The Hamiltonian is a linear map `H : V →ₗ[ℂ] V`, and `H.IsSymmetric` says that \(\langle Hx,y\rangle=\langle x,Hy\rangle\) for all \(x\) and \(y\). In finite dimension this is self-adjointness. Basis sets enter only through their spans, as a `Submodule ℂ V`, so non-orthogonal or redundant functions make no difference.

`energy H v` is \(\varepsilon(v)\), an expectation value only when \(v\) has norm one. `residual H u` is \(r\) for a unit vector \(u\). `IsGroundIn H U u` says that \(u\) is in \(U\), has norm one, and has the least energy among the unit vectors of \(U\).

`ghost_function_lowers_energy` assumes such a \(u\) with \(Hu\neq Eu\). It gives a unit vector in `U ⊔ span ℂ {residual H u}`, the sum of the two subspaces, that is outside \(U\) and lower in energy. `enlarged_basis_ground_lower` compares two minimizers, one in \(U\) and one in \(W\), under the hypotheses `U ≤ W` and \(\langle g,r\rangle\neq0\) for some \(g\in W\).

The energy of a basis could also have been defined as the infimum over its unit vectors. The strict inequality would then need no minimizer in \(W\), but the energies in \(W\) would have to be bounded below for the infimum to be a meaningful real number. For a nonzero finite-dimensional \(W\) the two descriptions agree.

## From the expansion to the strict inequality

`energy_add` is the expansion about \(u\). Its steps `h1` and `h2` equate the real parts of the cross terms, `h3` and `h5` expand the norm and the energy, `h4` expands the overlap with the residual, and `ring` combines them. `energy_smul` supplies the factor \(|c|^2\) under scaling, and `exists_normalized` uses it to turn \(\varepsilon(v)<E\|v\|^2\) into a unit vector below \(E\).

`exists_lower` carries out the choice of \(d\). It picks the same \(t\) as above, evaluates the first-order term in `h1` and the squared norm of the step in `h2`, and inserts both into the expansion. `hgain` states that \(t|z|^2(2-tK)\) is positive, and `nlinarith` derives the inequality for the trial vector. This lemma needs \(u\) to be a unit vector of \(W\), not a minimizer.

Minimality in \(U\) does its work in `residual_orthogonal` and in the claim `w ∉ U`, both by contradiction. `enlarged_basis_ground_lower` chains the minimality of \(w\) in \(W\) with the strict inequality from `exists_lower`.

`coupling_witness` gives a case in which the assumptions on \(H\), \(u\) and \(g\) are met. For a unit vector \(a\) and a nonzero \(b\) orthogonal to it, the Hamiltonian \(v\mapsto\langle a,v\rangle b+\langle b,v\rangle a\) sends \(a\) to \(b\). The state \(a\) has energy zero, and its residual is \(b\). In the basis \(a\), \(b/\|b\|\), the matrix has zero diagonal and off-diagonal elements \(\|b\|\), so adding \(b\) lowers the minimum from \(0\) to \(-\|b\|\).

## Strict lowering, but no size and no converse

The theorems guarantee a strict inequality in exact arithmetic. They give no estimate of the drop, which may be smaller than a code's convergence threshold, and they do not say whether a counterpoise correction improves an interaction energy.

The function \(r\) added in the second result, called a ghost function in the Lean file, is tailored to the monomer state. For several electrons it is a many-electron function, not an orbital. Functions centred on a partner molecule are a different set, and for them the overlap condition has to be verified. It is sufficient but not necessary: if symmetry confines \(U\) to functions that miss the true ground state, \(u\) can be an excited eigenvector with zero residual, and a larger basis may still lower the energy.

Minimizers in \(U\) and \(W\) are assumed. In nonzero finite-dimensional spaces they always exist. \(H\) must also act on every vector of \(V\), which leaves out an unbounded molecular Hamiltonian with a restricted domain. For a finite-basis calculation, \(V\) can be the dimer-basis space itself, with \(H\) projected onto it; \(r\) is then the projected residual, and its overlaps with basis functions are unchanged.

Finally, the argument needs one fixed linear operator and minimization over a whole subspace. Hartree–Fock minimizes over single determinants, which generally do not form a subspace, and perturbative or standard coupled-cluster energies are not variational minima. The strict inequality does not carry over to them from these theorems.
